# Blackbody Stark shifts with a constant quadratic coefficient scale as $T^4$

## A clock corrected at the wrong temperature

Suppose that a caesium clock is corrected for the thermal radiation of surroundings at 300 K, while the surroundings are in fact at 310 K. The correction is then wrong, and the temperature dependence of the shift tells by how much. With the law derived here, the true shift is about 14% larger in magnitude than the one applied.

The shift arises because thermal radiation carries a fluctuating electric field, which polarises the atom. The field averages to zero but its square does not, so a quadratic Stark shift survives. For a single level the coefficient of the mean-square field is $-\alpha/2$, with $\alpha$ the static scalar polarisability; the tensor part averages out in isotropic radiation. For a transition it is the difference of the two level coefficients, upper minus lower. These coefficients give energy shifts; dividing by Planck's constant $2\pi\hbar$ gives frequency shifts in Hz.

## The model

Temperature is measured in frequency units, so $T$ stands for $k_BT/\hbar$, and $w>0$ is the angular frequency. The mean-square field is

$$\langle E^2\rangle_T=\int_0^\infty K\,\frac{w^3}{e^{w/T}-1}\,dw .$$

The constant $K$ converts the Planck spectrum into a squared field and depends only on the unit system. In atomic units $K=4/(\pi c^3)$, with $c$ the speed of light. The Stark shift is $\delta(T)=k\,\langle E^2\rangle_T$, with a coefficient $k$ that depends on neither frequency nor temperature.

A constant $k$ is reasonable when the thermal frequencies lie well below the electric-dipole transitions that determine the polarisability. Highly excited Rydberg states have neighbouring levels close by, so the static approximation can fail for them at room temperature.

## What is proved

For every $T>0$ the Planck integrand is integrable on $w>0$, and

$$\int_0^\infty\frac{w^3}{e^{w/T}-1}\,dw=\frac{\pi^4T^4}{15}.$$

In Lean this is `planck_integral`, a conjunction of `IntegrableOn` and the value. The set `Ioi 0` is the open half-line of positive frequencies. The definitions `meanSquareField K T` and `starkShift k K T` are the two quantities of the model, with $k$ and $K$ arbitrary real numbers. The consequences are these:

- `meanSquareField_eq` gives $\langle E^2\rangle_T=K\pi^4T^4/15$ for $T>0$. `meanSquareField_atomic_units` gives the atomic-unit value with the denominator multiplied out.
- `starkShift_scaling` says $\delta(T)=\delta(T_0)\,(T/T_0)^4$ for positive $T$ and $T_0$.
- `starkShift_hasDerivAt` says that $\delta$ has derivative $4\delta(T)/T$ at every $T>0$.
- `clock_shift_bounds` places $-2.28\times10^{-10}\cdot832^2/9192631770$ strictly between $-1.72\times10^{-14}$ and $-1.71\times10^{-14}$.
- `clock_shift_at_temperature` carries these bounds from a reference temperature $T_0>0$ to any $T>0$, multiplied by $(T/T_0)^4$.

In the last two items $-2.28\times10^{-10}$ is read as the coefficient of the caesium clock transition in Hz/(V/m)², and the divisor as its frequency in Hz. The number 832 is read as the root-mean-square field in V/m, which is its value for thermal radiation at about 300 K. Lean sees only real numbers. The hypothesis `h` of the last theorem states that the mean-square field at $T_0$ is $832^2$. It stands for a calibration of the radiation field at a reference temperature, and is assumed rather than computed from fundamental constants. The coefficient is likewise an input, not derived from the structure of caesium.

The result lets a differential polarisability from an electronic-structure calculation be turned into a thermal frequency shift, provided that its frequency dependence is neglected.

## From exponentials to the Planck integral

For $a>0$, the substitution $u=aw$ gives

$$\int_0^\infty w^3e^{-aw}\,dw=\frac1{a^4}\int_0^\infty u^3e^{-u}\,du=\frac{\Gamma(4)}{a^4}=\frac6{a^4}.$$

Now put $q=e^{-w/T}$. For $w,T>0$ we have $0<q<1$, so

$$\frac1{e^{w/T}-1}=\frac q{1-q}=\sum_{n=0}^\infty q^{n+1}=\sum_{n=0}^\infty e^{-(n+1)w/T}.$$

The exponent must be $n+1$. If one writes $q^n$ from $n=0$, the sum is $1/(1-q)$, which exceeds the right value by 1. The surplus term $w^3$ then has a divergent integral.

All terms are non-negative, so sum and integral may be exchanged. With $a=(n+1)/T$,

$$\int_0^\infty\frac{w^3}{e^{w/T}-1}\,dw=\sum_{n=0}^\infty\frac{6T^4}{(n+1)^4}=6T^4\cdot\frac{\pi^4}{90}=\frac{\pi^4T^4}{15}.$$

The finite value also shows that the non-negative integrand is integrable.

The sum of inverse fourth powers follows from the Fourier series $x^2=\pi^2/3+4\sum_{m\ge1}(-1)^m\cos(mx)/m^2$ on $[-\pi,\pi]$. Parseval's identity gives $2\pi^4/5=2\pi^4/9+16\sum_{m\ge1}m^{-4}$, hence $\sum_{m\ge1}m^{-4}=\pi^4/90$.

## From the field to the clock

Multiplying by $K$ gives $\langle E^2\rangle_T=K\pi^4T^4/15$. With $K=4/(\pi c^3)$ this is $4\pi^3T^4/(15c^3)$. The shift is therefore

$$\delta(T)=\frac{kK\pi^4}{15}\,T^4 .$$

Writing $T^4=T_0^4(T/T_0)^4$ yields the scaling law. Differentiating yields

$$\delta'(T)=\frac{kK\pi^4}{15}\,4T^3=\frac{4\,\delta(T)}T,$$

so, to first order, a small relative error in temperature produces four times that relative error in a nonzero shift.

For the clock, $832^2=692224$, and the quotient is about $-1.717\times10^{-14}$. If $\langle E^2\rangle_{T_0}=832^2$, the relative shift at $T$ is this number times $(T/T_0)^4$. That factor is positive, so multiplying both bounds by it preserves the inequalities.

## The Lean file

```lean
import Mathlib

open MeasureTheory Set
open scoped Real Topology

namespace BlackbodyStark

noncomputable section

/-- Mean-square field of blackbody radiation at temperature `T > 0` (in frequency units):
the Planck spectrum integrated over all frequencies, with `K` the constant of the unit system. -/
def meanSquareField (K T : ℝ) : ℝ :=
  ∫ w in Ioi (0 : ℝ), K * (w ^ 3 / (Real.exp (w / T) - 1))

/-- Quadratic Stark shift with coefficient `k` in the blackbody field at temperature `T > 0`. -/
def starkShift (k K T : ℝ) : ℝ := k * meanSquareField K T

/-- The cubic moment of a decaying exponential with rate `a > 0` exists and equals `6 / a ^ 4`. -/
theorem integral_cube_exp {a : ℝ} (ha : 0 < a) :
    IntegrableOn (fun w : ℝ => w ^ 3 * Real.exp (-(a * w))) (Ioi 0) ∧
      ∫ w in Ioi (0 : ℝ), w ^ 3 * Real.exp (-(a * w)) = 6 / a ^ 4 := by
  have h := Real.integral_rpow_mul_exp_neg_mul_Ioi (a := 4) (r := a) (by norm_num) ha
  have hr : ∀ w : ℝ, w ^ ((4 : ℝ) - 1) = w ^ 3 := fun w => by
    rw [show (4 : ℝ) - 1 = ((3 : ℕ) : ℝ) by norm_num, Real.rpow_natCast]
  have hG : Real.Gamma 4 = 6 := by
    rw [show (4 : ℝ) = ((3 : ℕ) : ℝ) + 1 by norm_num, Real.Gamma_nat_eq_factorial]
    norm_num [Nat.factorial]
  have h4 : (1 / a) ^ (4 : ℝ) = 1 / a ^ 4 := by
    rw [show (4 : ℝ) = ((4 : ℕ) : ℝ) by norm_num, Real.rpow_natCast, one_div_pow]
  simp only [hr] at h
  have hv : ∫ w in Ioi (0 : ℝ), w ^ 3 * Real.exp (-(a * w)) = 6 / a ^ 4 := by
    rw [h, h4, hG]
    ring
  refine ⟨?_, hv⟩
  -- a non-integrable function would have integral zero
  by_contra hn
  have h0 : ∫ w in Ioi (0 : ℝ), w ^ 3 * Real.exp (-(a * w)) = 0 := integral_undef hn
  rw [hv] at h0
  have hpos : 0 < 6 / a ^ 4 := by positivity
  exact hpos.ne' h0

/-- At positive frequency and temperature the Planck integrand is a sum of Boltzmann exponentials
multiplied by `w ^ 3`, one for each positive number of quanta. -/
theorem planck_expansion {T w : ℝ} (hT : 0 < T) (hw : 0 < w) :
    HasSum (fun n : ℕ => w ^ 3 * Real.exp (-(((n : ℝ) + 1) / T * w)))
      (w ^ 3 / (Real.exp (w / T) - 1)) := by
  have hx : 0 < w / T := div_pos hw hT
  have hg := (hasSum_geometric_of_lt_one (Real.exp_pos (-(w / T))).le
    (Real.exp_lt_one_iff.2 (neg_lt_zero.2 hx))).mul_left (w ^ 3 * Real.exp (-(w / T)))
  have hf : (fun n : ℕ => w ^ 3 * Real.exp (-(((n : ℝ) + 1) / T * w))) =
      fun n : ℕ => w ^ 3 * Real.exp (-(w / T)) * Real.exp (-(w / T)) ^ n := by
    funext n
    have hp : Real.exp (-(((n : ℝ) + 1) / T * w)) = Real.exp (-(w / T)) ^ (n + 1) := by
      rw [← Real.exp_nat_mul]
      congr 1
      push_cast
      ring
    rw [hp]
    ring
  have hval : w ^ 3 / (Real.exp (w / T) - 1) =
      w ^ 3 * Real.exp (-(w / T)) * (1 - Real.exp (-(w / T)))⁻¹ := by
    have hE : 1 < Real.exp (w / T) := Real.one_lt_exp_iff.2 hx
    rw [Real.exp_neg]
    generalize Real.exp (w / T) = E at hE ⊢
    have hE0 : E ≠ 0 := by linarith
    have hE1 : E - 1 ≠ 0 := by linarith
    have h1 : 1 - E⁻¹ = (E - 1) * E⁻¹ := by
      rw [sub_mul, mul_inv_cancel₀ hE0, one_mul]
    rw [h1, mul_inv, inv_inv]
    field_simp
  rw [hf, hval]
  exact hg

/-- For `T > 0` the Planck integrand is integrable over all positive frequencies, and its integral
is `π ^ 4 * T ^ 4 / 15`. -/
theorem planck_integral {T : ℝ} (hT : 0 < T) :
    IntegrableOn (fun w : ℝ => w ^ 3 / (Real.exp (w / T) - 1)) (Ioi 0) ∧
      ∫ w in Ioi (0 : ℝ), w ^ 3 / (Real.exp (w / T) - 1) = π ^ 4 * T ^ 4 / 15 := by
  have ha : ∀ n : ℕ, 0 < ((n : ℝ) + 1) / T := fun n => by positivity
  -- the integrated terms add up to a multiple of the sum of inverse fourth powers
  have hz : HasSum (fun n : ℕ => 6 / (((n : ℝ) + 1) / T) ^ 4) (π ^ 4 * T ^ 4 / 15) := by
    have h0 : HasSum (fun n : ℕ => 1 / ((n + 1 : ℕ) : ℝ) ^ 4) (π ^ 4 / 90) := by
      have h := (hasSum_nat_add_iff' 1).2 hasSum_zeta_four
      simpa using h
    have hf : (fun n : ℕ => 6 / (((n : ℝ) + 1) / T) ^ 4) =
        fun n : ℕ => 6 * T ^ 4 * (1 / ((n + 1 : ℕ) : ℝ) ^ 4) := by
      funext n
      push_cast
      rw [div_pow, div_div_eq_mul_div, mul_one_div]
    have hval : π ^ 4 * T ^ 4 / 15 = 6 * T ^ 4 * (π ^ 4 / 90) := by ring
    rw [hf, hval]
    exact h0.mul_left (6 * T ^ 4)
  have hint := fun n : ℕ => (integral_cube_exp (ha n)).2
  have hnorm : ∀ n : ℕ, ∫ w in Ioi (0 : ℝ),
      ‖w ^ 3 * Real.exp (-(((n : ℝ) + 1) / T * w))‖ = 6 / (((n : ℝ) + 1) / T) ^ 4 := by
    intro n
    rw [← hint n]
    refine setIntegral_congr_fun measurableSet_Ioi (fun w hw => ?_)
    have hw' : 0 < w := hw
    exact Real.norm_of_nonneg (by positivity)
  -- exchange of sum and integral
  have hsum := hasSum_integral_of_summable_integral_norm
    (μ := volume.restrict (Ioi (0 : ℝ)))
    (F := fun (n : ℕ) (w : ℝ) => w ^ 3 * Real.exp (-(((n : ℝ) + 1) / T * w)))
    (fun n => (integral_cube_exp (ha n)).1) (by simpa only [hnorm] using hz.summable)
  have hv : ∫ w in Ioi (0 : ℝ), w ^ 3 / (Real.exp (w / T) - 1) = π ^ 4 * T ^ 4 / 15 := by
    have hc : ∫ w in Ioi (0 : ℝ), w ^ 3 / (Real.exp (w / T) - 1) =
        ∫ w in Ioi (0 : ℝ), ∑' n : ℕ, w ^ 3 * Real.exp (-(((n : ℝ) + 1) / T * w)) :=
      setIntegral_congr_fun measurableSet_Ioi
        (fun w hw => (planck_expansion hT hw).tsum_eq.symm)
    rw [hc]
    refine hsum.unique ?_
    simpa only [hint] using hz
  refine ⟨?_, hv⟩
  by_contra hn
  have h0 : ∫ w in Ioi (0 : ℝ), w ^ 3 / (Real.exp (w / T) - 1) = 0 := integral_undef hn
  rw [hv] at h0
  have hpos : 0 < π ^ 4 * T ^ 4 / 15 := by positivity
  exact hpos.ne' h0

/-- The mean-square blackbody field is `K * π ^ 4 / 15` times the fourth power of the
temperature. -/
theorem meanSquareField_eq (K : ℝ) {T : ℝ} (hT : 0 < T) :
    meanSquareField K T = K * (π ^ 4 * T ^ 4 / 15) := by
  rw [meanSquareField, integral_const_mul, (planck_integral hT).2]

/-- In atomic units, where `K = 4 / (π * c ^ 3)` with `c` the speed of light, the mean-square
field times `15 * c ^ 3` equals `4 * π ^ 3 * T ^ 4`. -/
theorem meanSquareField_atomic_units {c T : ℝ} (hc : 0 < c) (hT : 0 < T) :
    15 * c ^ 3 * meanSquareField (4 / (π * c ^ 3)) T = 4 * π ^ 3 * T ^ 4 := by
  have hne : π * c ^ 3 ≠ 0 := by positivity
  have h : 4 / (π * c ^ 3) * (π * c ^ 3) = 4 := div_mul_cancel₀ _ hne
  rw [meanSquareField_eq _ hT]
  generalize 4 / (π * c ^ 3) = K at h ⊢
  linear_combination (π ^ 3 * T ^ 4) * h

/-- The quadratic Stark shift at temperature `T` is the shift at `T₀` multiplied by the fourth power
of the temperature ratio `T / T₀`. -/
theorem starkShift_scaling (k K : ℝ) {T₀ T : ℝ} (hT₀ : 0 < T₀) (hT : 0 < T) :
    starkShift k K T = starkShift k K T₀ * (T / T₀) ^ 4 := by
  have h : T ^ 4 = T₀ ^ 4 * (T / T₀) ^ 4 := by field_simp
  rw [starkShift, starkShift, meanSquareField_eq K hT, meanSquareField_eq K hT₀]
  linear_combination (k * K * π ^ 4 / 15) * h

/-- The rate of change of the blackbody Stark shift with temperature is four times the shift
divided by the temperature. -/
theorem starkShift_hasDerivAt (k K : ℝ) {T : ℝ} (hT : 0 < T) :
    HasDerivAt (starkShift k K) (4 * starkShift k K T / T) T := by
  have h1 : HasDerivAt (fun t : ℝ => t ^ 4) (4 * T ^ 3) T := by
    simpa using hasDerivAt_pow 4 T
  have h2 : HasDerivAt (fun t : ℝ => k * (K * (π ^ 4 * t ^ 4 / 15)))
      (4 * starkShift k K T / T) T := by
    have hf : (fun t : ℝ => k * (K * (π ^ 4 * t ^ 4 / 15))) =
        fun t : ℝ => k * K * π ^ 4 / 15 * t ^ 4 := by
      funext t
      ring
    have hd : 4 * starkShift k K T / T = k * K * π ^ 4 / 15 * (4 * T ^ 3) := by
      rw [starkShift, meanSquareField_eq K hT, div_eq_iff hT.ne']
      ring
    rw [hf, hd]
    exact h1.const_mul (k * K * π ^ 4 / 15)
  -- the closed form holds at all temperatures near `T`
  refine h2.congr_of_eventuallyEq ?_
  filter_upwards [Ioi_mem_nhds hT] with t ht
  rw [starkShift, meanSquareField_eq K ht]

/-- The coefficient `-2.28e-10` times the mean-square field `832 ^ 2`, divided by the frequency
`9192631770`, lies between `-1.72e-14` and `-1.71e-14`. -/
theorem clock_shift_bounds :
    (-1.72e-14 : ℝ) < -2.28e-10 * 832 ^ 2 / 9192631770 ∧
      (-2.28e-10 * 832 ^ 2 / 9192631770 : ℝ) < -1.71e-14 := by
  constructor <;> norm_num

/-- If the mean-square field is `832 ^ 2` at a reference temperature `T₀`, the Stark shift with
coefficient `-2.28e-10` at temperature `T`, divided by `9192631770`, lies between `-1.72e-14 * (T /
T₀) ^ 4` and `-1.71e-14 * (T / T₀) ^ 4`. -/
theorem clock_shift_at_temperature {K T₀ T : ℝ} (hT₀ : 0 < T₀) (hT : 0 < T)
    (h : meanSquareField K T₀ = 832 ^ 2) :
    -1.72e-14 * (T / T₀) ^ 4 < starkShift (-2.28e-10) K T / 9192631770 ∧
      starkShift (-2.28e-10) K T / 9192631770 < -1.71e-14 * (T / T₀) ^ 4 := by
  have hp : 0 < (T / T₀) ^ 4 := by positivity
  rw [starkShift_scaling _ K hT₀ hT, starkShift, h, mul_div_right_comm]
  exact ⟨mul_lt_mul_of_pos_right clock_shift_bounds.1 hp,
    mul_lt_mul_of_pos_right clock_shift_bounds.2 hp⟩

end

end BlackbodyStark
```

```lean
#print axioms BlackbodyStark.meanSquareField_atomic_units
#print axioms BlackbodyStark.starkShift_hasDerivAt
#print axioms BlackbodyStark.clock_shift_at_temperature
```

```
'BlackbodyStark.meanSquareField_atomic_units' depends on axioms: [propext, Classical.choice, Quot.sound]
'BlackbodyStark.starkShift_hasDerivAt' depends on axioms: [propext, Classical.choice, Quot.sound]
'BlackbodyStark.clock_shift_at_temperature' depends on axioms: [propext, Classical.choice, Quot.sound]
```

## How the proof follows the derivation

`integral_cube_exp` takes the Gamma integral from Mathlib. There the power of $w$ has the real exponent $4-1$, and `hr` turns it into the ordinary cube. The step `hG` evaluates $\Gamma(4)=3!=6$. Integrability is then obtained from the value: Lean assigns the integral 0 to a non-integrable function, whereas this integral equals $6/a^4>0$. The lemma `integral_undef` turns that into a contradiction.

`planck_expansion` is the geometric series. `hg` multiplies the series for $q$ by $w^3q$, `hf` identifies its terms with the exponentials, and `hval` identifies its sum with the Planck integrand. The statement uses `HasSum`, which records both convergence and the limit.

`planck_integral` joins the two. The step `hz` sums the integrated terms, starting from Mathlib's `hasSum_zeta_four`; since that series begins at index zero, `hasSum_nat_add_iff'` shifts it by one. The step `hnorm` uses positivity to show that each term's norm has the same integral as the term itself. The summability required by `hasSum_integral_of_summable_integral_norm` is therefore already supplied by `hz`, and this lemma performs the exchange. Because a series has only one sum, `hsum.unique` identifies the integral with $\pi^4T^4/15$. Integrability follows by the same contradiction as before, where the derivation by hand used the non-negativity of the integrand.

`meanSquareField_eq` moves $K$ outside the integral. The atomic-unit formula and the scaling law are then algebra, completed by `linear_combination`.

The derivative needs one more step, because the closed form is known only for positive temperatures, while `starkShift k K` is a function on all real numbers. The proof differentiates the explicit fourth power in `h2`. It then uses `congr_of_eventuallyEq`: every temperature sufficiently near a positive $T$ is positive, so the two functions agree there and have the same derivative at $T$.

The bounds in `clock_shift_bounds` are rational arithmetic, settled by `norm_num`. The final theorem rewrites the shift with `starkShift_scaling`, inserts the calibration `h`, and multiplies both bounds by the positive factor $(T/T_0)^4$.
